# Invertibility at nonzero G and monotonicity in the virtual orbitals for the non-interacting response matrix on a periodic grid

Take a one-dimensional periodic grid $\mathbb Z_M$, real orbitals $\phi_i$ with levels $e_i$, and finite sets occ and virt with $e_i<e_a$ for $i$ in occ and $a$ in virt. The static response function is

$$\chi(x,y)=2\sum_{i\in\text{occ},\,a\in\text{virt}}\frac{\phi_i(x)\phi_a(x)\phi_i(y)\phi_a(y)}{e_i-e_a}.$$

In finite-basis OEP work I rely on three claims. If occupied and virtual orbitals are orthogonal, the $G=0$ row and column of $\chi$ in plane waves vanish, and the remaining block is invertible exactly when only constant potentials fail to couple occupied to virtual orbitals. With the existing orbitals and levels held fixed, adding virtual orbitals that lie above all occupied levels never raises $\sum_{x,y}v(x)\chi(x,y)v(y)$ for a real potential $v$. Can this be made rigorous and machine-checked?

## Pair elements control the response

Yes. Write $v_{ia}=\sum_x\phi_i(x)\phi_a(x)v(x)$ for the elements of a potential, $\omega_G(x)=e^{2\pi iGx/M}$ for the plane waves, and $P_{ia}(G)$ for the elements of $\omega_G$. The waves satisfy $\sum_x\overline{\omega_G(x)}\,\omega_{G'}(x)=M\delta_{GG'}$.

**Plane-wave form.** Inserting $\chi$ into $\chi_{GG'}=\frac1M\sum_{x,y}\overline{\omega_G(x)}\,\chi(x,y)\,\omega_{G'}(y)$ and exchanging the sums gives

$$\chi_{GG'}=\frac2M\sum_{i,a}\frac{\overline{P_{ia}(G)}\,P_{ia}(G')}{e_i-e_a}.$$

If occupied and virtual orbitals are orthogonal, $P_{ia}(0)=\sum_x\phi_i(x)\phi_a(x)=0$, so the $G=0$ row and column vanish. Let $B$ be the remaining block.

**Only constants uncoupled implies $B$ invertible.** Suppose $Bu=0$, and set $w(x)=\sum_{G\ne0}u_G\,\omega_G(x)$. Then

$$0=u^\dagger Bu=\frac2M\sum_{i,a}\frac{|w_{ia}|^2}{e_i-e_a}.$$

No term is positive, so every $w_{ia}=0$. The orbitals are real, so the real and imaginary parts of $w$ separately have zero elements, and both are constant. Hence $u_G=\frac1M\sum_x\overline{\omega_G(x)}\,w(x)=0$ for $G\neq0$. A square matrix with trivial kernel is invertible.

**$B$ invertible implies only constants uncoupled.** Let all $v_{ia}$ vanish and expand $v=\sum_Gu_G\,\omega_G$. Then

$$\sum_{G'}\chi_{GG'}u_{G'}=\frac2M\sum_{i,a}\frac{\overline{P_{ia}(G)}\,v_{ia}}{e_i-e_a}=0.$$

The $G'=0$ column contributes nothing, so the coefficients with $G\ne0$ lie in the kernel of $B$ and vanish. Thus $v=u_0$ is constant.

**More virtual orbitals.** In real space $v\cdot\chi v=2\sum_{i,a}v_{ia}^2/(e_i-e_a)$. Enlarging virt to virt′ adds

$$2\sum_{i\in\text{occ}}\ \sum_{a\in\text{virt}'\setminus\text{virt}}\frac{v_{ia}^2}{e_i-e_a}\le0,$$

with equality exactly when every added $v_{ia}$ is zero. Starting from no virtual orbitals, where $\chi=0$, this shows that $\chi$ is negative semidefinite.

## Grid, orbitals and hypotheses in Lean

The grid is `ZMod M` with $M\geq1$, and `φ : ι → ZMod M → ℝ` holds the orbitals. `element` is $v_{ia}$, `pairWave` is $P_{ia}(G)$, `chiG` is $\chi_{GG'}$ and `chiBody` is $B$.

- `head_and_wings` says that the $G=0$ row and column vanish. It needs only `hortho`, the occupied-virtual orthogonality.
- `body_isUnit_iff` is the invertibility criterion, with `IsUnit` meaning invertible. It also needs `hgap`, which says that every occupied level lies below every virtual one, as in a gapped ground state.
- `chi_antitone` compares the quadratic forms for each real `v` and gives the equality case. It assumes `hgap` for the larger set, although the argument uses it only for the added orbitals, and it assumes no orthogonality.

The levels and orbitals are given data, not solutions of a Hamiltonian, and the existing ones stay fixed when virtual orbitals are added. Enlarging an orbital basis usually changes them as well, a case not covered here. The factor 2 is that of a single spin channel, grid sums carry no volume weight, and potentials range over the whole grid instead of a separate auxiliary basis.

For OEP calculations, the criterion identifies, within this finite-grid, non-interacting model, when the chosen orbitals leave a non-constant part of the potential undetermined. Since a larger virtual set imposes more conditions on $v$, it also follows that invertibility survives enlargement if the hypotheses hold for the larger set.

```lean
import Mathlib

open Matrix
open scoped ComplexConjugate

namespace FiniteBasisOEP

noncomputable section

variable {M : ℕ} [NeZero M] {ι : Type*}

/-- The matrix element of a local potential `v` between the real orbitals `i` and `a`. -/
def element (φ : ι → ZMod M → ℝ) (i a : ι) (v : ZMod M → ℝ) : ℝ :=
  ∑ x, φ i x * φ a x * v x

/-- The static orbital response function on the grid, for occupied and virtual levels
with `e i ≠ e a`. -/
def chi (φ : ι → ZMod M → ℝ) (e : ι → ℝ) (occ virt : Finset ι) :
    Matrix (ZMod M) (ZMod M) ℝ := fun x y =>
  2 * ∑ p ∈ occ ×ˢ virt, φ p.1 x * φ p.2 x * (φ p.1 y * φ p.2 y) / (e p.1 - e p.2)

/-- The plane wave `exp (2 π i G x / M)` on the periodic grid. -/
def wave (G x : ZMod M) : ℂ := ZMod.stdAddChar (G * x)

/-- The response function in the plane-wave basis, for levels with `e i ≠ e a`. -/
def chiG (φ : ι → ZMod M → ℝ) (e : ι → ℝ) (occ virt : Finset ι) :
    Matrix (ZMod M) (ZMod M) ℂ := fun G G' =>
  (M : ℂ)⁻¹ * ∑ x, ∑ y, conj (wave G x) * (chi φ e occ virt x y : ℂ) * wave G' y

/-- The block of the plane-wave response matrix with both wave vectors nonzero,
for levels with `e i ≠ e a`. -/
def chiBody (φ : ι → ZMod M → ℝ) (e : ι → ℝ) (occ virt : Finset ι) :
    Matrix {G : ZMod M // G ≠ 0} {G : ZMod M // G ≠ 0} ℂ :=
  fun G G' => chiG φ e occ virt G.1 G'.1

/-- The matrix element of a plane wave between the two orbitals of a pair. -/
def pairWave (φ : ι → ZMod M → ℝ) (p : ι × ι) (G : ZMod M) : ℂ :=
  ∑ x, (φ p.1 x : ℂ) * φ p.2 x * wave G x

/-- A sum-over-pairs kernel between two functions is a sum of products of pair elements. -/
theorem separable_form {K X κ : Type*} [Field K] [Fintype X] (S : Finset κ) (w : κ → K)
    (ρ σ : κ → X → K) (f g : X → K) :
    ∑ x, ∑ y, f x * (2 * ∑ p ∈ S, ρ p x * σ p y / w p) * g y =
      2 * ∑ p ∈ S, (∑ x, ρ p x * f x) * (∑ y, σ p y * g y) / w p := by
  have h : ∀ x y, f x * (2 * ∑ p ∈ S, ρ p x * σ p y / w p) * g y =
      ∑ p ∈ S, 2 * ((ρ p x * f x) * (σ p y * g y) / w p) := by
    intro x y
    rw [Finset.mul_sum, Finset.mul_sum, Finset.sum_mul]
    exact Finset.sum_congr rfl fun p _ => by ring
  simp_rw [h]
  refine ((Finset.sum_congr rfl fun x _ => Finset.sum_comm).trans Finset.sum_comm).trans ?_
  rw [Finset.mul_sum]
  refine Finset.sum_congr rfl fun p _ => ?_
  rw [Finset.sum_mul_sum, Finset.sum_div, Finset.mul_sum]
  refine Finset.sum_congr rfl fun x _ => ?_
  rw [Finset.sum_div, Finset.mul_sum]

/-- Plane waves on the grid are orthogonal, with squared norm `M`. -/
theorem wave_overlap (G G' : ZMod M) :
    ∑ x, conj (wave G x) * wave G' x = if G' = G then (M : ℂ) else 0 := by
  have h : ∀ x, conj (wave G x) * wave G' x = ZMod.stdAddChar (x * (G' - G)) := by
    intro x
    unfold wave
    rw [← AddChar.map_neg_eq_conj, ← AddChar.map_add_eq_mul]
    congr 1
    ring
  simp_rw [h]
  rw [AddChar.sum_mulShift (G' - G) (ZMod.isPrimitive_stdAddChar M)]
  simp [sub_eq_zero, ZMod.card]

/-- Every potential on the grid is a superposition of plane waves. -/
theorem wave_synthesis (v : ZMod M → ℂ) :
    ∃ u : ZMod M → ℂ, ∀ y, ∑ G, wave G y * u G = v y := by
  have hM : (M : ℂ) ≠ 0 := Nat.cast_ne_zero.2 (NeZero.ne M)
  have hs : ∀ G x : ZMod M, wave G x = wave x G := fun G x => by
    unfold wave; rw [mul_comm]
  refine ⟨fun G => (M : ℂ)⁻¹ * ∑ x, conj (wave G x) * v x, fun y => ?_⟩
  calc _ = (M : ℂ)⁻¹ * ∑ x, (∑ G, conj (wave x G) * wave y G) * v x := by
        simp only [Finset.mul_sum, Finset.sum_mul]
        rw [Finset.sum_comm]
        refine Finset.sum_congr rfl fun x _ => Finset.sum_congr rfl fun G _ => ?_
        rw [hs G y, hs G x]
        ring
    _ = v y := by
        simp_rw [wave_overlap]
        simp [hM]

/-- The pair element of a superposition of plane waves is the superposition of the
pair elements. -/
theorem pairWave_sum {κ : Type*} [Fintype κ] (φ : ι → ZMod M → ℝ) (p : ι × ι)
    (k : κ → ZMod M) (u : κ → ℂ) :
    ∑ j, pairWave φ p (k j) * u j =
      ∑ x, (φ p.1 x : ℂ) * φ p.2 x * ∑ j, wave (k j) x * u j := by
  simp only [pairWave, Finset.sum_mul, Finset.mul_sum]
  rw [Finset.sum_comm]
  exact Finset.sum_congr rfl fun x _ => Finset.sum_congr rfl fun j _ => by ring

/-- The plane-wave response matrix as a sum over occupied-virtual pairs. -/
theorem chiG_eq (φ : ι → ZMod M → ℝ) (e : ι → ℝ) (occ virt : Finset ι) (G G' : ZMod M) :
    chiG φ e occ virt G G' = 2 * ∑ p ∈ occ ×ˢ virt,
      conj (pairWave φ p G) * pairWave φ p G' / ((M : ℂ) * ((e p.1 : ℂ) - e p.2)) := by
  have h := separable_form (occ ×ˢ virt) (fun p => (e p.1 : ℂ) - e p.2)
    (fun p x => (φ p.1 x : ℂ) * φ p.2 x) (fun p x => (φ p.1 x : ℂ) * φ p.2 x)
    (fun x => conj (wave G x)) (wave G')
  have hc : ∀ p, conj (pairWave φ p G) =
      ∑ x, (φ p.1 x : ℂ) * φ p.2 x * conj (wave G x) := by
    intro p
    simp [pairWave, map_sum]
  have hchi : ∀ x y, (chi φ e occ virt x y : ℂ) = 2 * ∑ p ∈ occ ×ˢ virt,
      (φ p.1 x : ℂ) * φ p.2 x * ((φ p.1 y : ℂ) * φ p.2 y) / ((e p.1 : ℂ) - e p.2) := by
    intro x y
    simp [chi]
  simp only [chiG, hchi]
  refine (congrArg (fun z => (M : ℂ)⁻¹ * z) h).trans ?_
  rw [mul_left_comm, Finset.mul_sum]
  congr 1
  refine Finset.sum_congr rfl fun p _ => ?_
  rw [hc p, pairWave, div_eq_mul_inv, div_eq_mul_inv, mul_inv]
  ring

/-- If occupied and virtual orbitals are orthogonal, the `G = 0` row and column of the
response matrix vanish. -/
theorem head_and_wings (φ : ι → ZMod M → ℝ) (e : ι → ℝ) {occ virt : Finset ι}
    (hortho : ∀ i ∈ occ, ∀ a ∈ virt, ∑ x, φ i x * φ a x = 0) (G : ZMod M) :
    chiG φ e occ virt 0 G = 0 ∧ chiG φ e occ virt G 0 = 0 := by
  have h0 : ∀ p ∈ occ ×ˢ virt, pairWave φ p 0 = 0 := by
    intro p hp
    have h := hortho _ (Finset.mem_product.1 hp).1 _ (Finset.mem_product.1 hp).2
    simp only [pairWave, wave, zero_mul, AddChar.map_zero_eq_one, mul_one]
    exact_mod_cast h
  constructor <;> rw [chiG_eq] <;>
    refine mul_eq_zero_of_right _ (Finset.sum_eq_zero fun p hp => ?_) <;>
    rw [h0 p hp] <;> simp

/-- If occupied and virtual orbitals are orthogonal and every occupied level lies below every
virtual one, the block with nonzero wave vectors is invertible iff the constants are the only real
potentials whose occupied-virtual elements all vanish. -/
theorem body_isUnit_iff (φ : ι → ZMod M → ℝ) (e : ι → ℝ) {occ virt : Finset ι}
    (hortho : ∀ i ∈ occ, ∀ a ∈ virt, ∑ x, φ i x * φ a x = 0)
    (hgap : ∀ i ∈ occ, ∀ a ∈ virt, e i < e a) :
    IsUnit (chiBody φ e occ virt) ↔ ∀ v : ZMod M → ℝ,
      (∀ i ∈ occ, ∀ a ∈ virt, element φ i a v = 0) → ∀ x y, v x = v y := by
  have hM : (M : ℂ) ≠ 0 := Nat.cast_ne_zero.2 (NeZero.ne M)
  rw [Matrix.isUnit_iff_isUnit_det, isUnit_iff_ne_zero]
  constructor
  · intro hdet v hv
    obtain ⟨u, hsyn⟩ := wave_synthesis (fun x => (v x : ℂ))
    -- the Fourier coefficients of `v` at nonzero wave vectors form a kernel vector of the block
    have hp : ∀ p ∈ occ ×ˢ virt, ∑ G, pairWave φ p G * u G = 0 := by
      intro p hp
      have h := hv _ (Finset.mem_product.1 hp).1 _ (Finset.mem_product.1 hp).2
      refine (pairWave_sum φ p id u).trans ?_
      simp only [id, hsyn]
      unfold element at h
      exact_mod_cast h
    have hker : chiBody φ e occ virt *ᵥ (fun G => u G.1) = 0 := by
      funext G
      have hall : ∑ G', chiG φ e occ virt G.1 G' * u G' = 0 := by
        calc _ = ∑ p ∈ occ ×ˢ virt, 2 * (conj (pairWave φ p G.1) /
              ((M : ℂ) * ((e p.1 : ℂ) - e p.2))) * ∑ G', pairWave φ p G' * u G' := by
              simp_rw [chiG_eq, Finset.mul_sum, Finset.sum_mul]
              rw [Finset.sum_comm]
              exact Finset.sum_congr rfl fun p _ => Finset.sum_congr rfl fun _ _ => by ring
          _ = 0 := Finset.sum_eq_zero fun p h => by rw [hp p h, mul_zero]
      have h := Fintype.sum_eq_add_sum_subtype_ne
        (fun G' => chiG φ e occ virt G.1 G' * u G') 0
      simp only [hall, (head_and_wings φ e hortho G.1).2, zero_mul, zero_add] at h
      exact h.symm
    have hu : (fun G : {G : ZMod M // G ≠ 0} => u G.1) = 0 := by
      by_contra hne
      exact hdet (Matrix.exists_mulVec_eq_zero_iff.1 ⟨_, hne, hker⟩)
    have hc : ∀ y, (v y : ℂ) = u 0 := by
      intro y
      have h0 : ∀ G : {G : ZMod M // G ≠ 0}, u G.1 = 0 := fun G => congrFun hu G
      rw [← hsyn y, Fintype.sum_eq_add_sum_subtype_ne _ 0]
      simp [h0, wave]
    intro x y
    exact_mod_cast (hc x).trans (hc y).symm
  · intro hk hdet
    obtain ⟨u, hne, hu⟩ := Matrix.exists_mulVec_eq_zero_iff.2 hdet
    apply hne
    -- the quadratic form of the block at `u` is a sum of terms of one sign
    have hz : ∑ G, ∑ G', conj (u G) * chiBody φ e occ virt G G' * u G' = 0 := by
      refine Finset.sum_eq_zero fun G _ => ?_
      calc _ = conj (u G) * (chiBody φ e occ virt *ᵥ u) G := by
            simp only [Matrix.mulVec, dotProduct, Finset.mul_sum, mul_assoc]
        _ = 0 := by rw [hu]; simp
    simp only [chiBody, chiG_eq] at hz
    have hs := (separable_form (occ ×ˢ virt) (fun p => (M : ℂ) * ((e p.1 : ℂ) - e p.2))
      (fun p (G : {G : ZMod M // G ≠ 0}) => conj (pairWave φ p G.1))
      (fun p G => pairWave φ p G.1) (fun G => conj (u G)) u).symm.trans hz
    have hr : ∑ p ∈ occ ×ˢ virt, Complex.normSq (∑ G, pairWave φ p G.1 * u G) /
        ((M : ℝ) * (e p.1 - e p.2)) = 0 := by
      apply Complex.ofReal_injective
      rw [Complex.ofReal_sum, Complex.ofReal_zero]
      refine Eq.trans (Finset.sum_congr rfl fun p _ => ?_)
        ((mul_eq_zero.1 hs).resolve_left two_ne_zero)
      rw [Complex.ofReal_div, ← Complex.mul_conj, Complex.ofReal_mul, Complex.ofReal_sub,
        Complex.ofReal_natCast]
      simp only [map_sum, map_mul]
      ring
    have hden : ∀ p ∈ occ ×ˢ virt, (M : ℝ) * (e p.1 - e p.2) < 0 := fun p hp =>
      mul_neg_of_pos_of_neg (Nat.cast_pos.2 (NeZero.pos M))
        (sub_neg.2 (hgap _ (Finset.mem_product.1 hp).1 _ (Finset.mem_product.1 hp).2))
    have hD := (Finset.sum_eq_zero_iff_of_nonpos fun p hp =>
      div_nonpos_of_nonneg_of_nonpos (Complex.normSq_nonneg _) (hden p hp).le).1 hr
    obtain ⟨w, hw⟩ : ∃ w : ZMod M → ℂ, ∀ x, w x = ∑ G, wave G.1 x * u G :=
      ⟨_, fun _ => rfl⟩
    have hW : ∀ i ∈ occ, ∀ a ∈ virt, ∑ x, (φ i x : ℂ) * φ a x * w x = 0 := by
      intro i hi a ha
      have hm := Finset.mk_mem_product hi ha
      have h := Complex.normSq_eq_zero.1
        ((div_eq_zero_iff.1 (hD _ hm)).resolve_right (hden _ hm).ne)
      simp only [hw]
      exact (pairWave_sum φ (i, a) Subtype.val u).symm.trans h
    -- real and imaginary parts of the potential are constant
    have hre := hk (fun x => (w x).re) fun i hi a ha => by
      simpa [element, Complex.re_sum] using congrArg Complex.re (hW i hi a ha)
    have him := hk (fun x => (w x).im) fun i hi a ha => by
      simpa [element, Complex.im_sum] using congrArg Complex.im (hW i hi a ha)
    have hc : ∀ x, w x = w 0 := fun x => Complex.ext (hre x 0) (him x 0)
    funext G
    have h1 : ∑ x, conj (wave G.1 x) * w x = M * u G := by
      simp only [hw, Finset.mul_sum]
      rw [Finset.sum_comm]
      calc _ = ∑ G', (∑ x, conj (wave G.1 x) * wave G'.1 x) * u G' := by
            simp only [Finset.sum_mul, mul_assoc]
        _ = _ := by
            simp_rw [wave_overlap]
            simp [Subtype.coe_inj]
    have h2 : ∑ x, conj (wave G.1 x) * w x = 0 := by
      calc _ = (∑ x, conj (wave G.1 x) * wave 0 x) * w 0 := by
            rw [Finset.sum_mul]
            refine Finset.sum_congr rfl fun x _ => ?_
            rw [hc x]
            simp [wave]
        _ = 0 := by rw [wave_overlap, if_neg (Ne.symm G.2), zero_mul]
    exact (mul_eq_zero.1 (h1.symm.trans h2)).resolve_left hM

/-- If every occupied level lies below every level of the larger virtual set, enlarging the virtual
set does not raise the quadratic form of the response function at `v`, and leaves it unchanged iff
all elements of `v` between occupied and added orbitals vanish. -/
theorem chi_antitone (φ : ι → ZMod M → ℝ) (e : ι → ℝ) {occ virt virt' : Finset ι}
    (hgap : ∀ i ∈ occ, ∀ a ∈ virt', e i < e a) (hsub : virt ⊆ virt') (v : ZMod M → ℝ) :
    v ⬝ᵥ chi φ e occ virt' *ᵥ v ≤ v ⬝ᵥ chi φ e occ virt *ᵥ v ∧
    (v ⬝ᵥ chi φ e occ virt' *ᵥ v = v ⬝ᵥ chi φ e occ virt *ᵥ v ↔
      ∀ i ∈ occ, ∀ a ∈ virt', a ∉ virt → element φ i a v = 0) := by
  classical
  obtain ⟨f, hf⟩ : ∃ f : ι × ι → ℝ, ∀ p, f p =
      element φ p.1 p.2 v * element φ p.1 p.2 v / (e p.1 - e p.2) := ⟨_, fun _ => rfl⟩
  -- the quadratic form of the response function is a sum over pairs
  have hE : ∀ W, v ⬝ᵥ chi φ e occ W *ᵥ v = 2 * ∑ p ∈ occ ×ˢ W, f p := by
    intro W
    simp only [hf]
    calc _ = ∑ x, ∑ y, v x * chi φ e occ W x y * v y := by
          simp only [dotProduct, Matrix.mulVec, Finset.mul_sum, mul_assoc]
      _ = _ := separable_form (occ ×ˢ W) (fun p => e p.1 - e p.2)
          (fun p x => φ p.1 x * φ p.2 x) (fun p x => φ p.1 x * φ p.2 x) v v
  have hs := Finset.sum_sdiff (f := f) (Finset.product_subset_product (subset_refl occ) hsub)
  have hneg : ∀ p ∈ (occ ×ˢ virt') \ (occ ×ˢ virt), f p ≤ 0 := by
    intro p hp
    have hm := Finset.mem_product.1 (Finset.mem_sdiff.1 hp).1
    rw [hf]
    exact div_nonpos_of_nonneg_of_nonpos (mul_self_nonneg _)
      (sub_neg.2 (hgap _ hm.1 _ hm.2)).le
  have hle := Finset.sum_nonpos hneg
  rw [hE, hE]
  refine ⟨by linarith, fun h i hi a ha hna => ?_, fun h => ?_⟩
  · have h0 := (Finset.sum_eq_zero_iff_of_nonpos hneg).1 (by linarith) (i, a)
      (by simp [hi, ha, hna])
    rw [hf] at h0
    exact mul_self_eq_zero.1
      ((div_eq_zero_iff.1 h0).resolve_right (sub_neg.2 (hgap i hi a ha)).ne)
  · have h0 : ∑ p ∈ (occ ×ˢ virt') \ (occ ×ˢ virt), f p = 0 := by
      refine Finset.sum_eq_zero fun p hp => ?_
      obtain ⟨hp1, hp2⟩ := Finset.mem_sdiff.1 hp
      have hm := Finset.mem_product.1 hp1
      rw [hf, h _ hm.1 _ hm.2 fun hv => hp2 (Finset.mem_product.2 ⟨hm.1, hv⟩)]
      simp
    linarith

/-- Two real orbitals on a grid of two points. -/
def twoSite (p : Fin 2) (x : ZMod 2) : ℝ :=
  if p = 0 then (if x = 0 then 3 / 5 else 4 / 5) else (if x = 0 then -4 / 5 else 3 / 5)

/-- The two-point orbitals are orthonormal, and with levels 0 (occupied) and 1 (virtual)
their response block at nonzero wave vector is invertible. -/
theorem twoSite_witness :
    (∀ p q, ∑ x, twoSite p x * twoSite q x = if p = q then 1 else 0) ∧
    IsUnit (chiBody twoSite ![0, 1] {0} {1}) := by
  have hsum : ∀ f : ZMod 2 → ℝ, ∑ x, f x = f 0 + f 1 := fun f => Fin.sum_univ_two f
  have h10 : (1 : ZMod 2) ≠ 0 := by decide
  have horth : ∀ p q, ∑ x, twoSite p x * twoSite q x = if p = q then 1 else 0 := by
    intro p q
    rw [hsum]
    fin_cases p <;> fin_cases q <;> norm_num [twoSite, h10]
  refine ⟨horth, (body_isUnit_iff _ _ ?_ ?_).2 ?_⟩
  · intro i hi a ha
    rw [Finset.mem_singleton.1 hi, Finset.mem_singleton.1 ha, horth]
    simp
  · intro i hi a ha
    rw [Finset.mem_singleton.1 hi, Finset.mem_singleton.1 ha]
    simp
  · intro v hv
    have h := hv 0 (Finset.mem_singleton_self _) 1 (Finset.mem_singleton_self _)
    rw [element, hsum] at h
    norm_num [twoSite, h10] at h
    have h01 : v 0 = v 1 := by linarith
    have hx : ∀ x : ZMod 2, x = 0 ∨ x = 1 := by decide
    intro x y
    rcases hx x with rfl | rfl <;> rcases hx y with rfl | rfl <;> simp [h01]

end

end FiniteBasisOEP
```

```lean
#print axioms FiniteBasisOEP.body_isUnit_iff
#print axioms FiniteBasisOEP.chi_antitone
```

```
'FiniteBasisOEP.body_isUnit_iff' depends on axioms: [propext, Classical.choice, Quot.sound]
'FiniteBasisOEP.chi_antitone' depends on axioms: [propext, Classical.choice, Quot.sound]
```

## How the Lean proof follows the pair sums

`separable_form` is the exchange of sums. It yields the plane-wave formula `chiG_eq`, the form $u^\dagger Bu$ and the form $v\cdot\chi v$. `wave_overlap` is plane-wave orthogonality, `wave_synthesis` expands a potential in waves, and `pairWave_sum` identifies the elements of such an expansion.

In `body_isUnit_iff`, invertibility becomes a nonzero determinant, and `Matrix.exists_mulVec_eq_zero_iff` translates a zero determinant into a nonzero kernel vector. `Fintype.sum_eq_add_sum_subtype_ne` splits off $G=0$, and `Finset.sum_eq_zero_iff_of_nonpos` turns a vanishing sum of nonpositive terms into vanishing terms. The last lemma also settles equality in `chi_antitone`, after `Finset.sum_sdiff` has separated the added pairs.

`twoSite_witness` applies the criterion to the orthonormal orbitals $(3/5,4/5)$ and $(-4/5,3/5)$. Their only pair element is $v_{01}=\frac{12}{25}\,(v(1)-v(0))$, which vanishes only for constant $v$, so the block is invertible.
